# For k > 0, the deficit 1 − tanh(kL) times exp(2kL) tends to 2 as L → ∞

The declaration `deficit_prefactor_sharp` says that for a fixed real k > 0 the product (1 − tanh(kL))·exp(2kL) tends to 2 as the real variable L goes to infinity. The file's comment reads L as the thickness of a slab and 1 − tanh(kL) as a relative deficit, so for a thick slab the deficit falls off like 2·exp(−2kL). The statement itself contains no model of the slab, only the function tanh and the condition k > 0. The attempt first shows that 2/(1 + exp(−2kL)) tends to 2, because the exponential tends to 0, and then shows that this quotient equals the original product for every L.

Lean 4 with Mathlib refuses this proof:

```lean
import Mathlib

open Filter Topology Set

namespace DeficitPrefactorSharp

/-- The gap between `tanh y` and one is `2 / (exp(2y) + 1)`. -/
theorem one_sub_tanh (y : ℝ) : 1 - Real.tanh y = 2 / (Real.exp (2 * y) + 1) := by
  have ht : Real.tanh y * Real.cosh y = Real.sinh y := by
    rw [Real.tanh_eq_sinh_div_cosh, div_mul_cancel₀ _ (Real.cosh_pos _).ne']
  rw [Real.cosh_eq, Real.sinh_eq] at ht
  have he : Real.exp y * Real.exp (-y) = 1 := by
    rw [← Real.exp_add, add_neg_cancel, Real.exp_zero]
  rw [eq_div_iff (by positivity), two_mul, Real.exp_add]
  linear_combination (-2 * Real.exp y) * ht + (Real.tanh y + 1) * he

/-- For `k > 0` the relative deficit `1 - tanh(k L)`, multiplied by `exp(2 k L)`, tends to `2`
as the slab grows thick. -/
theorem deficit_prefactor_sharp {k : ℝ} (hk : 0 < k) :
    Tendsto (fun L : ℝ => (1 - Real.tanh (k * L)) * Real.exp (2 * (k * L))) atTop (𝓝 2) := by
  have he : Tendsto (fun L : ℝ => Real.exp (-(2 * (k * L)))) atTop (𝓝 0) :=
    Real.tendsto_exp_neg_atTop_nhds_zero.comp
      ((tendsto_id.const_mul_atTop hk).const_mul_atTop two_pos)
  have lim : Tendsto (fun L : ℝ => 2 / (1 + Real.exp (-(2 * (k * L))))) atTop (𝓝 2) := by
    have h := (tendsto_const_nhds (x := (2 : ℝ))).div (he.const_add 1) (by norm_num)
    simpa only [add_zero, div_one] using h
  refine lim.congr fun L => ?_
  have hex : Real.exp (-(2 * (k * L))) * Real.exp (2 * (k * L)) = 1 := by
    rw [← Real.exp_add, neg_add_cancel, Real.exp_zero]
  rw [one_sub_tanh, div_mul_eq_mul_div, div_eq_div_iff (by positivity) (by positivity)]
  linear_combination (-2) * hex

end DeficitPrefactorSharp
```

Compiling this gives:

```
Main.lean:26:4: error: Type mismatch: After simplification, term
  h
 has type
  @Tendsto ℝ ℝ ((fun x => 2) / fun x => 1 + Real.exp (-(2 * (k * x)))) atTop (𝓝 2)
but is expected to have type
  @Tendsto ℝ ℝ (fun L => 2 / (1 + Real.exp (-(2 * (k * L))))) atTop (𝓝 2)
```

Diagnosis. The error is in the auxiliary limit `lim`. The term `h`, built with `.div`, states the limit for a quotient of two functions, `(fun x => 2) / fun x => ...`, while the goal has a single function whose value at each `L` is a quotient of numbers. The two are equal by definition, since functions are divided pointwise, but they are written differently. The lemmas given to `simpa only`, `add_zero` and `div_one`, reduce the limit value to 2 and do not turn the one form into the other. The final comparison made by `simpa` unfolds only reducible definitions, so it does not see through the division of functions, and Lean reports a type mismatch.

The repair splits the step in two. `simp only [add_zero, div_one] at h` does the same simplification of the limit value, and `exact h` then compares `h` with the goal while allowed to unfold more definitions, including the pointwise division, so the two statements match.

The repair, with which the file compiles:

```diff
@@ -24,5 +24,6 @@
   have lim : Tendsto (fun L : ℝ => 2 / (1 + Real.exp (-(2 * (k * L))))) atTop (𝓝 2) := by
     have h := (tendsto_const_nhds (x := (2 : ℝ))).div (he.const_add 1) (by norm_num)
-    simpa only [add_zero, div_one] using h
+    simp only [add_zero, div_one] at h
+    exact h
   refine lim.congr fun L => ?_
   have hex : Real.exp (-(2 * (k * L))) * Real.exp (2 * (k * L)) = 1 := by
```
